# Every complex subspace of $\mathbb C^2\otimes\mathbb C^2$ of dimension at least 2 contains a nonzero product vector, but a real plane in $\mathbb R^2\otimes\mathbb R^2$ may contain none

Suppose that a diagonalisation routine returns two entangled eigenvectors for a doubly degenerate level of two qubits. To look for an unentangled eigenvector in the same level, one forms linear combinations of the two and solves for the coefficients. For this four-dimensional model the search always succeeds with complex coefficients, whereas with real vectors and real coefficients it can fail.

A vector of $K^n\otimes K^n$ over a field $K$ is represented by its coefficients $\psi_{ij}$ in the product basis, that is, by a matrix of type `Matrix n n K`. This fixes a basis and does not use an abstract tensor product.

```lean
import Mathlib

open Module

namespace ProductVectorsInSubspaces

noncomputable section
```

The product vector $a\otimes b$ has coefficients $a_ib_j$, with no complex conjugation.

```lean
/-- The product vector `a ⊗ b`, given by its coefficients `a i * b j` in the product basis. -/
def prodVec {K n : Type*} [Field K] (a b : n → K) : Matrix n n K :=
  Matrix.of fun i j => a i * b j
```

`IsProduct ψ` says that such $a$ and $b$ exist over the same field $K$. The zero vector satisfies it, so the theorems have to ask for nonzero vectors separately.

```lean
/-- A bipartite vector is a product vector if it equals `a ⊗ b` for some local vectors. -/
def IsProduct {K n : Type*} [Field K] (ψ : Matrix n n K) : Prop :=
  ∃ a b : n → K, ψ = prodVec a b
```

The basis vectors of one qubit are $e_0$ and $e_1$, numbered as in `Fin 2`.

```lean
/-- The basis vector `e i` of a single two-level system. -/
def e (K : Type*) [Field K] (i : Fin 2) : Fin 2 → K := Pi.single i 1
```

Two entangled vectors serve as examples. The first is $\Phi=e_0\otimes e_0+e_1\otimes e_1$.

```lean
/-- The unnormalised vector `e0 ⊗ e0 + e1 ⊗ e1`. -/
def bellPlus (K : Type*) [Field K] : Matrix (Fin 2) (Fin 2) K :=
  prodVec (e K 0) (e K 0) + prodVec (e K 1) (e K 1)
```

The second is $\Sigma=e_0\otimes e_1-e_1\otimes e_0$. Over $\mathbb R$ or $\mathbb C$ both have norm $\sqrt2$, so the normalised states are $\Phi/\sqrt2$ and $\Sigma/\sqrt2$.

```lean
/-- The unnormalised vector `e0 ⊗ e1 - e1 ⊗ e0`. -/
def singlet (K : Type*) [Field K] : Matrix (Fin 2) (Fin 2) K :=
  prodVec (e K 0) (e K 1) - prodVec (e K 1) (e K 0)
```

## (a) A determinant that detects product vectors

Show that, over any field, a two-qubit vector $\psi$ is a product vector exactly when
$$\det\psi=\psi_{00}\psi_{11}-\psi_{01}\psi_{10}=0.$$

**Solution.** If $\psi=a\otimes b$, the determinant is $a_0b_0a_1b_1-a_0b_1a_1b_0=0$.

Conversely, let the determinant vanish. If $\psi_{00}=0$, then $\psi_{01}\psi_{10}=0$, and there are two cases:

- If $\psi_{01}=0$, then $\psi=e_1\otimes(\psi_{10}e_0+\psi_{11}e_1)$.
- If $\psi_{10}=0$, then $\psi=(\psi_{01}e_0+\psi_{11}e_1)\otimes e_1$.

If $\psi_{00}\neq0$, then $\psi_{11}=\psi_{10}\psi_{01}/\psi_{00}$, and
$$\psi=\Big(e_0+\frac{\psi_{10}}{\psi_{00}}e_1\Big)\otimes(\psi_{00}e_0+\psi_{01}e_1).$$

The Lean proof makes the same case distinction, supplies these factors explicitly and compares the four entries with `fin_cases`.

```lean
/-- A vector of two two-level systems is a product vector exactly when the determinant of its
coefficient matrix vanishes. -/
theorem isProduct_iff_det_eq_zero {K : Type*} [Field K] (ψ : Matrix (Fin 2) (Fin 2) K) :
    IsProduct ψ ↔ ψ.det = 0 := by
  constructor
  · rintro ⟨a, b, rfl⟩
    rw [Matrix.det_fin_two]
    simp only [prodVec, Matrix.of_apply]
    ring
  · intro h
    rw [Matrix.det_fin_two] at h
    by_cases h0 : ψ 0 0 = 0
    · have h1 : ψ 0 1 * ψ 1 0 = 0 := by
        rw [h0] at h
        linear_combination -h
      rcases mul_eq_zero.mp h1 with h2 | h2
      · -- the first row vanishes
        refine ⟨![0, 1], ![ψ 1 0, ψ 1 1], ?_⟩
        ext i j
        fin_cases i <;> fin_cases j <;> simp [prodVec, h0, h2]
      · -- the first column vanishes
        refine ⟨![ψ 0 1, ψ 1 1], ![0, 1], ?_⟩
        ext i j
        fin_cases i <;> fin_cases j <;> simp [prodVec, h0, h2]
    · -- the second row is a multiple of the first
      have h3 : ψ 1 1 = ψ 1 0 / ψ 0 0 * ψ 0 1 := by
        rw [div_mul_eq_mul_div, eq_div_iff h0]
        linear_combination h
      refine ⟨![1, ψ 1 0 / ψ 0 0], ![ψ 0 0, ψ 0 1], ?_⟩
      ext i j
      fin_cases i <;> fin_cases j <;> simp [prodVec, h0, h3]
```

## (b) A singular matrix in every complex plane

Let $W$ be a complex subspace of $n\times n$ matrices with $\dim W\ge2$. Find $\psi\in W$ with
$$\psi\neq0,\qquad \det\psi=0.$$

**Solution.** Choose $B\neq0$ in $W$, and $A\in W$ that is not a multiple of $B$. If $\det B=0$, take $\psi=B$. Otherwise $B^{-1}A$ has an eigenvalue $\mu\in\mathbb C$, because its characteristic polynomial has a complex root. Put
$$\psi=\mu B-A=B(\mu\mathbb 1-B^{-1}A).$$
Its determinant is $\det B\cdot\det(\mu\mathbb 1-B^{-1}A)=0$. It is nonzero because $A\neq\mu B$, and it lies in $W$ because $W$ is a subspace.

In Lean, `Submodule ℂ` is a complex subspace and `finrank` its dimension. Two uses of `finrank_le_one` produce $B$ and $A$: if either choice were impossible, the dimension would be at most 1. The eigenvalue comes from the nonempty spectrum of a matrix over an algebraically closed field, and `hfac` is the factorisation above.

```lean
/-- For two systems of equal finite dimension, every complex subspace of dimension at least two
contains a nonzero vector whose coefficient matrix is singular. -/
theorem exists_singular_vector {n : Type*} [Fintype n] [DecidableEq n]
    (W : Submodule ℂ (Matrix n n ℂ)) (hW : 2 ≤ finrank ℂ W) :
    ∃ ψ ∈ W, ψ ≠ 0 ∧ ψ.det = 0 := by
  -- two independent vectors of the subspace
  obtain ⟨B, hB⟩ : ∃ B : W, B ≠ 0 := by
    by_contra h
    push Not at h
    have := finrank_le_one (R := ℂ) (0 : W) (fun w => ⟨0, by rw [h w, smul_zero]⟩)
    omega
  obtain ⟨A, hA⟩ : ∃ A : W, ∀ c : ℂ, c • B ≠ A := by
    by_contra h
    push Not at h
    have := finrank_le_one (R := ℂ) B h
    omega
  have hB' : (B : Matrix n n ℂ) ≠ 0 := fun h => hB (Subtype.ext h)
  by_cases hd : (B : Matrix n n ℂ).det = 0
  · exact ⟨B, B.2, hB', hd⟩
  have hn : Nonempty n := by
    by_contra h
    rw [not_nonempty_iff] at h
    exact hB' (by ext i; exact isEmptyElim i)
  -- an eigenvalue of `B⁻¹ A` gives the singular combination
  obtain ⟨μ, hμ⟩ := spectrum.nonempty_of_isAlgClosed_of_finiteDimensional ℂ
    ((B : Matrix n n ℂ)⁻¹ * (A : Matrix n n ℂ))
  rw [spectrum.mem_iff, Matrix.isUnit_iff_isUnit_det, isUnit_iff_ne_zero, not_not] at hμ
  have hfac : μ • (B : Matrix n n ℂ) - (A : Matrix n n ℂ) = (B : Matrix n n ℂ) *
      (algebraMap ℂ (Matrix n n ℂ) μ - (B : Matrix n n ℂ)⁻¹ * (A : Matrix n n ℂ)) := by
    rw [mul_sub, ← mul_assoc, Matrix.mul_nonsing_inv _ (isUnit_iff_ne_zero.mpr hd), one_mul,
      Algebra.algebraMap_eq_smul_one, mul_smul_comm, mul_one]
  refine ⟨μ • (B : Matrix n n ℂ) - (A : Matrix n n ℂ),
    W.sub_mem (W.smul_mem μ B.2) A.2, ?_, ?_⟩
  · intro h
    exact hA μ (Subtype.ext (sub_eq_zero.mp h))
  · rw [hfac, Matrix.det_mul, hμ, mul_zero]
```

## (c) A product vector in every complex plane of two qubits

Let $W\subseteq\mathbb C^2\otimes\mathbb C^2$ be a complex subspace with $\dim W\ge2$. Show that there are $a,b\in\mathbb C^2$ with
$$0\neq a\otimes b\in W.$$

**Solution.** Part (b) with $n=2$ gives a nonzero $\psi\in W$ with zero determinant, and part (a) factorises it. The Lean proof is this composition.

A doubly degenerate level of a two-qubit Hamiltonian therefore contains an unentangled eigenstate. The theorem provides one such vector, not a basis of them.

The restriction to qubits matters. For two three-level systems, the matrices $\mathrm{diag}(x,x+y,x+2y)$ form a plane in which every nonzero member has at least two nonzero diagonal entries. Such a member has rank at least 2, so it is not a product vector. This example is not formalised in the Lean code.

```lean
/-- Every subspace of `ℂ² ⊗ ℂ²` of dimension at least two contains a nonzero product vector. -/
theorem exists_product_vector (W : Submodule ℂ (Matrix (Fin 2) (Fin 2) ℂ))
    (hW : 2 ≤ finrank ℂ W) : ∃ ψ ∈ W, ψ ≠ 0 ∧ IsProduct ψ := by
  obtain ⟨ψ, hψ, h0, hd⟩ := exists_singular_vector W hW
  exact ⟨ψ, hψ, h0, (isProduct_iff_det_eq_zero ψ).mpr hd⟩
```

## (d) The determinant on the span of $\Phi$ and $\Sigma$

For $x,y$ in any field, show that
$$\det(x\Phi+y\Sigma)=x^2+y^2.$$

**Solution.** The coefficient matrix is
$$x\Phi+y\Sigma=\begin{pmatrix}x&y\\-y&x\end{pmatrix},$$
with determinant $x\cdot x-y\cdot(-y)$. Lean unfolds the definitions and finishes with `ring`.

```lean
/-- The coefficient determinant of `x (e0 ⊗ e0 + e1 ⊗ e1) + y (e0 ⊗ e1 - e1 ⊗ e0)` is
`x² + y²`. -/
theorem det_combination {K : Type*} [Field K] (x y : K) :
    (x • bellPlus K + y • singlet K).det = x ^ 2 + y ^ 2 := by
  rw [Matrix.det_fin_two]
  simp [bellPlus, singlet, prodVec, e, Pi.single_apply]
  ring
```

## (e) A real plane without product vectors

Let $S$ be the real span of $\Phi$ and $\Sigma$. Show that
$$\dim_{\mathbb R}S=2,\qquad a\otimes b\in S\ \Rightarrow\ a\otimes b=0\quad(a,b\in\mathbb R^2).$$

**Solution.** For real $x,y$, the sum $x^2+y^2$ vanishes only if $x=y=0$. If $x\Phi+y\Sigma=0$, its determinant is zero, so $x=y=0$ and the two vectors are independent. If $x\Phi+y\Sigma$ is a product vector, its determinant is zero by (a), so again $x=y=0$.

The statement in (c) thus fails when $\mathbb C$ is replaced by $\mathbb R$. In Lean, the step about real squares is `key`, and both halves of the theorem use it.

```lean
/-- The real span of `e0 ⊗ e0 + e1 ⊗ e1` and `e0 ⊗ e1 - e1 ⊗ e0` is two-dimensional, and its only
real product vector is zero. -/
theorem real_span_no_product :
    finrank ℝ (Submodule.span ℝ {bellPlus ℝ, singlet ℝ}) = 2 ∧
      ∀ ψ ∈ Submodule.span ℝ {bellPlus ℝ, singlet ℝ}, IsProduct ψ → ψ = 0 := by
  -- a sum of two real squares vanishes only if both terms do
  have key : ∀ x y : ℝ, (x • bellPlus ℝ + y • singlet ℝ).det = 0 → x = 0 ∧ y = 0 := by
    intro x y h
    rw [det_combination] at h
    exact ⟨(pow_eq_zero_iff two_ne_zero).mp (by nlinarith [sq_nonneg x, sq_nonneg y]),
      (pow_eq_zero_iff two_ne_zero).mp (by nlinarith [sq_nonneg x, sq_nonneg y])⟩
  constructor
  · have hli : LinearIndependent ℝ ![bellPlus ℝ, singlet ℝ] := by
      rw [LinearIndependent.pair_iff]
      intro x y h
      exact key x y (by rw [h, Matrix.det_fin_two]; simp)
    have h := finrank_span_eq_card hli
    rw [Matrix.range_cons_cons_empty, Fintype.card_fin] at h
    exact h
  · intro ψ hψ hp
    obtain ⟨x, y, rfl⟩ := Submodule.mem_span_pair.mp hψ
    obtain ⟨hx, hy⟩ := key x y ((isProduct_iff_det_eq_zero _).mp hp)
    rw [hx, hy, zero_smul, zero_smul, add_zero]
```

## (f) The product vector returns with complex coefficients

Verify that
$$\Phi-i\Sigma=(e_0+ie_1)\otimes(e_0-ie_1).$$

**Solution.** Both sides have the coefficient matrix
$$\begin{pmatrix}1&-i\\i&1\end{pmatrix},$$
where the last entry on the right is $i\cdot(-i)=1$. Each factor has norm $\sqrt2$, so the normalised product state is $(\Phi-i\Sigma)/2$. Lean checks the four entries one by one.

```lean
/-- With complex coefficients the same two vectors combine to the product vector
`(e0 + i e1) ⊗ (e0 - i e1)`. -/
theorem complex_combination_is_product :
    bellPlus ℂ - Complex.I • singlet ℂ =
      prodVec (e ℂ 0 + Complex.I • e ℂ 1) (e ℂ 0 - Complex.I • e ℂ 1) := by
  ext i j
  fin_cases i <;> fin_cases j <;>
    simp [bellPlus, singlet, prodVec, e, Pi.single_apply]
```

## (g) One dimension is not enough

Let $L=\mathbb C\Phi$. Show that
$$\dim_{\mathbb C}L=1,\qquad a\otimes b\in L\ \Rightarrow\ a\otimes b=0\quad(a,b\in\mathbb C^2).$$

**Solution.** Setting $y=0$ in (d) gives $\det(c\,\Phi)=c^2$. At $c=1$ this is nonzero, so $\Phi\neq0$ and the line has dimension 1. If $c\,\Phi$ is a product vector, then $c^2=0$ by (a), hence $c=0$.

The bound $\dim W\ge2$ in (c) can therefore not be lowered to 1. In Lean, `hdet` is the formula for $\det(c\,\Phi)$, and `Submodule.mem_span_singleton` writes a vector of the line as $c\,\Phi$.

```lean
/-- The complex line through `e0 ⊗ e0 + e1 ⊗ e1` is one-dimensional, and its only product vector
is zero. -/
theorem complex_line_no_product :
    finrank ℂ (Submodule.span ℂ {bellPlus ℂ}) = 1 ∧
      ∀ ψ ∈ Submodule.span ℂ {bellPlus ℂ}, IsProduct ψ → ψ = 0 := by
  have hdet : ∀ c : ℂ, (c • bellPlus ℂ).det = c ^ 2 := by
    intro c
    have h := det_combination c (0 : ℂ)
    rw [zero_smul, add_zero] at h
    rw [h]
    ring
  constructor
  · apply finrank_span_singleton
    intro h
    have h1 := hdet 1
    rw [h, smul_zero, Matrix.det_fin_two] at h1
    simp at h1
  · intro ψ hψ hp
    obtain ⟨c, rfl⟩ := Submodule.mem_span_singleton.mp hψ
    have h := (isProduct_iff_det_eq_zero _).mp hp
    rw [hdet] at h
    rw [(pow_eq_zero_iff two_ne_zero).mp h, zero_smul]

end

end ProductVectorsInSubspaces
```

```lean
#print axioms ProductVectorsInSubspaces.exists_product_vector
#print axioms ProductVectorsInSubspaces.real_span_no_product
#print axioms ProductVectorsInSubspaces.complex_combination_is_product
#print axioms ProductVectorsInSubspaces.complex_line_no_product
```

```
'ProductVectorsInSubspaces.exists_product_vector' depends on axioms: [propext, Classical.choice, Quot.sound]
'ProductVectorsInSubspaces.real_span_no_product' depends on axioms: [propext, Classical.choice, Quot.sound]
'ProductVectorsInSubspaces.complex_combination_is_product' depends on axioms: [propext, Classical.choice, Quot.sound]
'ProductVectorsInSubspaces.complex_line_no_product' depends on axioms: [propext, Classical.choice, Quot.sound]
```
